# Entries of a product of two chain matrices bounded by \(q^{|i-j|}\), \(0\le q<1\), are at most \(\left(n+\frac{1+q^2}{1-q^2}\right)q^n\) with \(n=|i-j|\)

## Is the factor \(n\) in the tail of a matrix product real?

I multiply two matrices on a chain, both with entries bounded by \(q^{|i-j|}\) for some \(0<q<1\), and for the product I find a bound of the form \((n+\text{const})\,q^n\), where \(n=|i-j|\). I had expected \(\text{const}\cdot q^n\): both factors have the same decay length, so why should their product have a fatter tail? I used the triangle inequality on the way, so perhaps I threw something away. Is the linear factor real, or would a better estimate remove it?

## It is real, and the constant next to it is sharp on the infinite chain

Let \(0\le q<1\), and let \(A\) and \(B\) be real or complex matrices on a chain with \(|A_{ij}|\le a\,q^{|i-j|}\) and \(|B_{ij}|\le b\,q^{|i-j|}\). Then, with \(n=|i-j|\),

\[
|(AB)_{ij}|\;\le\; ab\left(n+\frac{1+q^2}{1-q^2}\right)q^n .
\]

This holds on finite chains of any length and on the bi-infinite chain. On the latter, the matrix with entries \(q^{|i-j|}\), multiplied by itself, attains equality with \(a=b=1\). On finite chains with \(q>0\), no constant \(C\) that is independent of the chain length gives a bound \(C\,q^n\) for the square of this matrix.

The number \(q\) encodes the decay length \(\xi\), measured in site spacings, through \(q=e^{-1/\xi}\) when \(q>0\); \(a\) and \(b\) set the overall size of the entries. In linear-scaling electronic structure, the bound limits how far one multiplication can spread an exponentially localised matrix, for a one-dimensional chain with one orbital per site. It is a worst case: a density matrix with \(P^2=P\) is unchanged by squaring, so its tail gets no fatter.

### Every site between the end points contributes \(q^n\)

Put the end points at \(0\) and \(n\ge 0\), and sum over the intermediate site \(k\):

\[
S_n=\sum_{k\in\mathbb Z} q^{|k|}\,q^{|k-n|}.
\]

There are three regions.

- For \(0\le k<n\) the exponent is \(k+(n-k)=n\). These \(n\) sites give \(n\,q^n\).
- For \(k=n+m\) with \(m\ge 0\) the exponent is \((n+m)+m=n+2m\). The sum over \(m\) is \(q^n/(1-q^2)\).
- For \(k=-(m+1)\) with \(m\ge0\) the exponent is \((m+1)+(m+1+n)=n+2+2m\). The sum over \(m\) is \(q^{n+2}/(1-q^2)\).

Together,

\[
S_n = n\,q^n+\frac{q^n+q^{n+2}}{1-q^2}=\left(n+\frac{1+q^2}{1-q^2}\right)q^n .
\]

The linear term thus comes from the sites between the end points. A path that goes from \(i\) to \(j\) by way of such a site is no longer than the direct one, and there are more of these sites as the distance grows.

For general sites \(i\) and \(j\) with \(n=|i-j|\), substitute \(k'=k-i\) if \(i\le j\), and \(k'=i-k\) if \(j\le i\). In both cases \(|i-k|=|k'|\) and \(|k-j|=|k'-n|\), so

\[
\sum_{k\in\mathbb Z} q^{|i-k|}q^{|k-j|}=S_n .
\]

This is the equality case. The bound for general \(A\) and \(B\) follows from

\[
|(AB)_{ij}|\le\sum_k |A_{ik}|\,|B_{kj}|\le ab\sum_k q^{|i-k|}q^{|k-j|}\le ab\,S_n .
\]

On the bi-infinite chain the last step is an equality, and the comparison also shows that the series for \((AB)_{ij}\) converges absolutely. On a finite chain, \(k\) runs over only some of the integers. Since the omitted terms are non-negative and \(ab\ge0\), the sum can only be smaller.

As for the triangle inequality, it loses nothing when all entries are non-negative. Take the matrix \(E\) with \(E_{ij}=q^{|i-j|}\) on a finite chain, and sites \(i\le j\). The \(n+1\) sites from \(i\) to \(j\), end points included, each contribute \(q^n\) to \((E^2)_{ij}\), and the remaining terms are non-negative. Hence

\[
(E^2)_{ij}\ge (n+1)\,q^n .
\]

Suppose now that \((E^2)_{ij}\le C\,q^n\) held for all chain lengths, with \(q>0\). Choose an integer \(n\ge0\) with \(n>C\) and look at the two ends of a chain with \(n+1\) sites. Dividing by \(q^n\) gives \(n+1\le C\), a contradiction.

The limit \(q=0\) is a simple check. With \(0^0=1\), the hypotheses make \(A\) and \(B\) diagonal, and the bound reads \(ab\) on the diagonal and \(0\) elsewhere, as it should for a product of diagonal matrices. In the opposite limit \(q\to1\), the constant \((1+q^2)/(1-q^2)\) diverges, because the sites outside the interval are hardly damped any more.

### Integer sites, open ends and assumed decay

In the Lean file, `hops i j` is the distance \(|i-j|\) between two integer sites, as a natural number that can serve as an exponent. A finite chain of \(N\) sites is `Fin N`, with sites numbered from \(0\) to \(N-1\); `i.val` is the site number, read as an integer inside `hops`. The distance does not wrap around, so the chain has open ends. The matrix \(E\) above is `expMatrix q N`.

The type `𝕜` with `RCLike 𝕜` stands for the real or the complex numbers, and `‖A i j‖` is the modulus of an entry. The hypotheses `hA` and `hB` are the two decay conditions, with prefactors `a` and `b`.

- `hasSum_biinfinite_square` is the equality case. `HasSum` says that the series over all \(k\) converges and has the given value.
- `biinfinite_product_bound` treats matrices indexed by all integers. The product entry is written as the series `∑' k, A i k * B k j`, and the `Summable` part of the conclusion ensures that this series has a genuine sum.
- `chain_product_bound` is the bound for the ordinary matrix product `A * B` on a finite chain.
- `expMatrix_square_lower` is the lower bound \((n+1)q^n\) for \(i\le j\), and `no_uniform_prefactor` rules out a constant \(C\) that serves all chain lengths.

The exponential decay of \(A\) and \(B\) is assumed; it is not derived from a spectral gap or from any Hamiltonian. The statements concern a single product on a one-dimensional chain, with the same \(q\) for both factors.

```lean
import Mathlib

open Finset

namespace ExponentialTailProduct

noncomputable section

/-- The number of bonds between two sites of a chain whose sites are labelled by integers. -/
def hops (i j : ℤ) : ℕ := (i - j).natAbs

/-- The matrix of a finite chain of `N` sites with entries `q ^ |i - j|`. -/
def expMatrix (q : ℝ) (N : ℕ) : Matrix (Fin N) (Fin N) ℝ :=
  Matrix.of fun i j => q ^ hops i.val j.val

/-- For `0 ≤ q < 1`, the sum over all intermediate sites `k` of `q ^ |k| * q ^ |k - n|`
equals `(n + (1 + q²) / (1 - q²)) q ^ n`. -/
theorem hasSum_from_origin {q : ℝ} (h0 : 0 ≤ q) (h1 : q < 1) (n : ℕ) :
    HasSum (fun k : ℤ => q ^ hops 0 k * q ^ hops k n)
      ((n + (1 + q ^ 2) / (1 - q ^ 2)) * q ^ n) := by
  have hq : q ^ 2 < 1 := by nlinarith
  have geo := hasSum_geometric_of_lt_one (sq_nonneg q) hq
  -- the sites `0 ≤ k < n` contribute `q ^ n` each
  have between : ∑ k ∈ range n, q ^ hops 0 (k : ℤ) * q ^ hops (k : ℤ) n = n * q ^ n := by
    calc _ = ∑ _k ∈ range n, q ^ n := Finset.sum_congr rfl fun k hk => by
            have hk' := Finset.mem_range.1 hk
            rw [← pow_add]
            congr 1
            unfold hops
            omega
      _ = n * q ^ n := by simp
  -- the contributions of the sites from `n` onwards form a geometric series
  have beyond : HasSum (fun k : ℕ => q ^ hops 0 ((k + n : ℕ) : ℤ) *
      q ^ hops ((k + n : ℕ) : ℤ) n) (q ^ n * (1 - q ^ 2)⁻¹) := by
    have e : (fun k : ℕ => q ^ hops 0 ((k + n : ℕ) : ℤ) * q ^ hops ((k + n : ℕ) : ℤ) n)
        = fun k : ℕ => q ^ n * (q ^ 2) ^ k := by
      funext k
      rw [← pow_mul, ← pow_add, ← pow_add]
      congr 1
      unfold hops
      omega
    rw [e]
    exact geo.mul_left (q ^ n)
  have right : HasSum (fun k : ℕ => q ^ hops 0 (k : ℤ) * q ^ hops (k : ℤ) n)
      (q ^ n * (1 - q ^ 2)⁻¹ + n * q ^ n) := by
    rw [← between]
    exact (hasSum_nat_add_iff
      (f := fun k : ℕ => q ^ hops 0 (k : ℤ) * q ^ hops (k : ℤ) n) n).1 beyond
  -- so do those of the sites to the left of the origin
  have left : HasSum (fun k : ℕ => q ^ hops 0 (-((k : ℤ) + 1)) *
      q ^ hops (-((k : ℤ) + 1)) n) (q ^ (n + 2) * (1 - q ^ 2)⁻¹) := by
    have e : (fun k : ℕ => q ^ hops 0 (-((k : ℤ) + 1)) * q ^ hops (-((k : ℤ) + 1)) n)
        = fun k : ℕ => q ^ (n + 2) * (q ^ 2) ^ k := by
      funext k
      rw [← pow_mul, ← pow_add, ← pow_add]
      congr 1
      unfold hops
      omega
    rw [e]
    exact geo.mul_left (q ^ (n + 2))
  convert HasSum.of_nat_of_neg_add_one
    (f := fun k : ℤ => q ^ hops 0 k * q ^ hops k n) right left using 1
  ring

/-- Equality case: for `0 ≤ q < 1` the square of the bi-infinite matrix `q ^ |i - j|` has
the entries `(n + (1 + q²) / (1 - q²)) q ^ n` with `n = |i - j|`. -/
theorem hasSum_biinfinite_square {q : ℝ} (h0 : 0 ≤ q) (h1 : q < 1) (i j : ℤ) :
    HasSum (fun k : ℤ => q ^ hops i k * q ^ hops k j)
      ((hops i j + (1 + q ^ 2) / (1 - q ^ 2)) * q ^ hops i j) := by
  have h := hasSum_from_origin h0 h1 (hops i j)
  rcases le_total i j with hij | hij
  · -- translate site `i` to the origin
    have e : (fun k : ℤ => q ^ hops i k * q ^ hops k j) =
        (fun k : ℤ => q ^ hops 0 k * q ^ hops k (hops i j)) ∘ (Equiv.subRight i) := by
      funext k
      have a : hops i k = hops 0 (k - i) := by unfold hops; omega
      have b : hops k j = hops (k - i) (hops i j) := by unfold hops; omega
      show q ^ hops i k * q ^ hops k j = q ^ hops 0 (k - i) * q ^ hops (k - i) (hops i j)
      rw [a, b]
    rw [e]
    exact (Equiv.hasSum_iff _).2 h
  · -- translate and reflect the chain
    have e : (fun k : ℤ => q ^ hops i k * q ^ hops k j) =
        (fun k : ℤ => q ^ hops 0 k * q ^ hops k (hops i j)) ∘ (Equiv.subLeft i) := by
      funext k
      have a : hops i k = hops 0 (i - k) := by unfold hops; omega
      have b : hops k j = hops (i - k) (hops i j) := by unfold hops; omega
      show q ^ hops i k * q ^ hops k j = q ^ hops 0 (i - k) * q ^ hops (i - k) (hops i j)
      rw [a, b]
    rw [e]
    exact (Equiv.hasSum_iff _).2 h

/-- If two bi-infinite matrices are bounded by `a q ^ |i - j|` and `b q ^ |i - j|` with
`0 ≤ q < 1`, the series for each entry of their product converges, and the entry is at most
`a b (n + (1 + q²) / (1 - q²)) q ^ n` in modulus, where `n = |i - j|`. -/
theorem biinfinite_product_bound {𝕜 : Type*} [RCLike 𝕜] {q a b : ℝ} (h0 : 0 ≤ q) (h1 : q < 1)
    (A B : Matrix ℤ ℤ 𝕜) (hA : ∀ i j, ‖A i j‖ ≤ a * q ^ hops i j)
    (hB : ∀ i j, ‖B i j‖ ≤ b * q ^ hops i j) (i j : ℤ) :
    Summable (fun k => A i k * B k j) ∧
      ‖∑' k, A i k * B k j‖ ≤
        a * b * ((hops i j + (1 + q ^ 2) / (1 - q ^ 2)) * q ^ hops i j) := by
  have h := (hasSum_biinfinite_square h0 h1 i j).mul_left (a * b)
  have hb : ∀ k, ‖A i k * B k j‖ ≤ a * b * (q ^ hops i k * q ^ hops k j) := fun k => by
    calc ‖A i k * B k j‖ = ‖A i k‖ * ‖B k j‖ := norm_mul _ _
      _ ≤ (a * q ^ hops i k) * (b * q ^ hops k j) :=
          mul_le_mul (hA i k) (hB k j) (norm_nonneg _) ((norm_nonneg _).trans (hA i k))
      _ = _ := by ring
  exact ⟨.of_norm_bounded h.summable hb, tsum_of_norm_bounded h hb⟩

/-- If two matrices on a finite chain are bounded by `a q ^ |i - j|` and `b q ^ |i - j|` with
`0 ≤ q < 1`, the entries of their product are at most
`a b (n + (1 + q²) / (1 - q²)) q ^ n` in modulus, where `n = |i - j|`. -/
theorem chain_product_bound {𝕜 : Type*} [RCLike 𝕜] {N : ℕ} {q a b : ℝ}
    (h0 : 0 ≤ q) (h1 : q < 1) (A B : Matrix (Fin N) (Fin N) 𝕜)
    (hA : ∀ i j, ‖A i j‖ ≤ a * q ^ hops i.val j.val)
    (hB : ∀ i j, ‖B i j‖ ≤ b * q ^ hops i.val j.val) (i j : Fin N) :
    ‖(A * B) i j‖ ≤ a * b *
      ((hops i.val j.val + (1 + q ^ 2) / (1 - q ^ 2)) * q ^ hops i.val j.val) := by
  have ha : 0 ≤ a := by simpa [hops] using (norm_nonneg _).trans (hA i i)
  have hb : 0 ≤ b := by simpa [hops] using (norm_nonneg _).trans (hB i i)
  -- the finite chain is a part of the bi-infinite one
  let e : Fin N ↪ ℤ := ⟨fun k => (k.val : ℤ), fun x y hxy => Fin.ext (Int.ofNat.inj hxy)⟩
  have part : ∑ k : Fin N, q ^ hops i.val k.val * q ^ hops k.val j.val ≤
      (hops i.val j.val + (1 + q ^ 2) / (1 - q ^ 2)) * q ^ hops i.val j.val := by
    have h := sum_le_hasSum (Finset.univ.map e) (fun k _ => by positivity)
      (hasSum_biinfinite_square h0 h1 i.val j.val)
    rw [Finset.sum_map] at h
    exact h
  rw [Matrix.mul_apply]
  calc ‖∑ k, A i k * B k j‖ ≤ ∑ k, ‖A i k * B k j‖ := norm_sum_le _ _
    _ ≤ ∑ k : Fin N, a * b * (q ^ hops i.val k.val * q ^ hops k.val j.val) := by
        refine Finset.sum_le_sum fun k _ => ?_
        rw [norm_mul]
        calc ‖A i k‖ * ‖B k j‖ ≤ (a * q ^ hops i.val k.val) * (b * q ^ hops k.val j.val) :=
              mul_le_mul (hA i k) (hB k j) (norm_nonneg _) ((norm_nonneg _).trans (hA i k))
          _ = _ := by ring
    _ = a * b * ∑ k : Fin N, q ^ hops i.val k.val * q ^ hops k.val j.val := by
        rw [Finset.mul_sum]
    _ ≤ _ := mul_le_mul_of_nonneg_left part (mul_nonneg ha hb)

/-- For `q ≥ 0` and sites `i ≤ j` of a finite chain, the square of the matrix `q ^ |i - j|`
has an entry of at least `(n + 1) q ^ n`, where `n = |i - j|`. -/
theorem expMatrix_square_lower {N : ℕ} {q : ℝ} (h0 : 0 ≤ q) {i j : Fin N} (hij : i ≤ j) :
    ((hops i.val j.val : ℝ) + 1) * q ^ hops i.val j.val ≤
      (expMatrix q N * expMatrix q N) i j := by
  have hij' : i.val ≤ j.val := hij
  have card : j.val + 1 - i.val = hops i.val j.val + 1 := by unfold hops; omega
  rw [Matrix.mul_apply]
  calc ((hops i.val j.val : ℝ) + 1) * q ^ hops i.val j.val
      = ∑ _k ∈ Finset.Icc i j, q ^ hops i.val j.val := by
        rw [Finset.sum_const, nsmul_eq_mul, Fin.card_Icc, card]
        push_cast
        ring
    _ = ∑ k ∈ Finset.Icc i j, expMatrix q N i k * expMatrix q N k j := by
        refine Finset.sum_congr rfl fun k hk => ?_
        have hik : i.val ≤ k.val := (Finset.mem_Icc.1 hk).1
        have hkj : k.val ≤ j.val := (Finset.mem_Icc.1 hk).2
        show _ = q ^ hops i.val k.val * q ^ hops k.val j.val
        rw [← pow_add]
        congr 1
        unfold hops
        omega
    _ ≤ ∑ k, expMatrix q N i k * expMatrix q N k j := by
        refine Finset.sum_le_sum_of_subset_of_nonneg (Finset.subset_univ _) fun k _ _ => ?_
        exact mul_nonneg (pow_nonneg h0 _) (pow_nonneg h0 _)

/-- For `q > 0` no constant `C` bounds the entries of the squared matrix `q ^ |i - j|` by
`C q ^ |i - j|` on finite chains of every length. -/
theorem no_uniform_prefactor {q : ℝ} (h0 : 0 < q) :
    ¬ ∃ C : ℝ, ∀ (N : ℕ) (i j : Fin N),
      (expMatrix q N * expMatrix q N) i j ≤ C * q ^ hops i.val j.val := by
  rintro ⟨C, hC⟩
  obtain ⟨n, hn⟩ := exists_nat_gt C
  -- compare the two ends of a chain with `n` bonds
  have low := expMatrix_square_lower h0.le (Fin.zero_le (Fin.last n))
  have h := le_of_mul_le_mul_right (low.trans (hC (n + 1) 0 (Fin.last n))) (pow_pos h0 _)
  have hd : hops (0 : Fin (n + 1)).val (Fin.last n).val = n := by simp [hops]
  rw [hd] at h
  linarith

end

end ExponentialTailProduct
```

```lean
#print axioms ExponentialTailProduct.biinfinite_product_bound
#print axioms ExponentialTailProduct.chain_product_bound
#print axioms ExponentialTailProduct.no_uniform_prefactor
```

```
'ExponentialTailProduct.biinfinite_product_bound' depends on axioms: [propext, Classical.choice, Quot.sound]
'ExponentialTailProduct.chain_product_bound' depends on axioms: [propext, Classical.choice, Quot.sound]
'ExponentialTailProduct.no_uniform_prefactor' depends on axioms: [propext, Classical.choice, Quot.sound]
```

### From the three regions to the matrix bounds

`hasSum_from_origin` computes \(S_n\). Its step `between` handles the sites \(0\le k<n\), `beyond` the sites from \(n\) onwards, and `left` the negative ones. In each of them the powers are combined into one, and `omega` checks the resulting exponent: \(n\), \(n+2m\) or \(n+2+2m\), where Lean's `k` plays the role of \(m\) in the two outer regions. The geometric series in \(q^2\) is `geo`. The step `right` joins the first two regions through `hasSum_nat_add_iff`, and `HasSum.of_nat_of_neg_add_one` then joins the non-negative and the negative integers. The final `ring` is the algebra that collects the three contributions.

`hasSum_biinfinite_square` carries this to arbitrary \(i\) and \(j\). `Equiv.subRight i` is the translation \(k\mapsto k-i\), and `Equiv.subLeft i` is the reflection \(k\mapsto i-k\). Both are bijections of the integers, so `Equiv.hasSum_iff` transfers the sum unchanged.

In `biinfinite_product_bound`, the step `hb` bounds each term \(|A_{ik}B_{kj}|\) by \(ab\,q^{|i-k|}q^{|k-j|}\). Comparison with the known series then gives convergence and the bound on the sum.

`chain_product_bound` first reads off \(a\ge0\) and \(b\ge0\) from a diagonal entry, where the decay factor is \(1\). The embedding `e` places the finite chain inside the integers, and `sum_le_hasSum` says that a finite part of a series with non-negative terms is at most the whole; this is the step `part`. The closing `calc` block is the triangle inequality, the bound on each term, and `part`.

`expMatrix_square_lower` restricts the sum over \(k\) to `Finset.Icc i j`, the sites from \(i\) to \(j\), whose number is \(n+1\) by `Fin.card_Icc` and `card`. Each of them contributes \(q^n\), and `Finset.sum_le_sum_of_subset_of_nonneg` restores the other, non-negative terms. Finally, `no_uniform_prefactor` picks \(n>C\) with `exists_nat_gt`, applies the lower bound to the two ends of a chain with \(n+1\) sites, cancels the positive factor \(q^n\), and leaves the contradiction to `linarith`.
